# Displacement tensors on a [111] threefold axis: one diagonal entry, one off-diagonal entry, two inequalities

The displacement tensor is taken here as a real $3\times3$ matrix in Cartesian axes, with the threefold axis along [111]. With this orientation the rotation permutes the coordinate axes, and its matrix contains only zeros and ones. As in any Cartesian axes, the site symmetry becomes the requirement that this matrix and the tensor commute. The positive definite tensors that meet this requirement are those with a common diagonal entry $a$ and a common off-diagonal entry $b$, subject to $a>b$ and $a+2b>0$.

## An atom on the axis

Let $u$ be the displacement of an atom from its mean position. Its displacement tensor $U$ has the entries $U_{ij}=\langle u_iu_j\rangle$, with $i,j\in\{0,1,2\}$, so it is symmetric. For a unit vector $n$, the number $n\cdot Un$ is the mean-square displacement along $n$. It is positive in every direction if the atom is not frozen along any line.

The rotation by 120° about [111] is
$$R=\begin{pmatrix}0&0&1\\1&0&0\\0&1&0\end{pmatrix},\qquad R(h_0,h_1,h_2)=(h_2,h_0,h_1).$$
If the atom sits on the axis and its surroundings have the threefold symmetry, the distribution of its displacements is unchanged by $R$, so $RUR^{T}=U$. Since $R$ is orthogonal, this is the same as $RU=UR$. The commutation condition is thus a postulate about the site; it is not derived from a model of the forces.

In a harmonic structure refinement, an atom on such an axis has two free displacement parameters (only one if the site symmetry is cubic, since further threefold axes then force $b=0$) where a general position has six, and the two inequalities test whether the refined tensor, written in the axes used here, is positive definite.

## Commutation leaves two parameters

Read indices modulo 3. Multiplying by $R$ from the left shifts rows and from the right shifts columns:
$$(RU)_{ij}=U_{i-1,\,j},\qquad (UR)_{ij}=U_{i,\,j+1}.$$
Four entries of $RU=UR$ are enough:

- entry $(1,0)$ gives $U_{00}=U_{11}$;
- entry $(2,1)$ gives $U_{11}=U_{22}$;
- entry $(1,1)$ gives $U_{01}=U_{12}$;
- entry $(2,2)$ gives $U_{12}=U_{20}$, and $U_{20}=U_{02}$ by symmetry.

With $a=U_{00}$ and $b=U_{01}$, the tensor is
$$U=\begin{pmatrix}a&b&b\\b&a&b\\b&b&a\end{pmatrix}.$$
Conversely, let $U$ have this form. Then $U_{i-1,j}$ and $U_{i,j+1}$ are both $a$ when $i=j+1$ and both $b$ otherwise, so $U$ commutes with $R$.

Symmetry is needed for this equivalence. The matrix $R$ commutes with itself, but its off-diagonal entries are not all equal.

## The inequalities for positive definiteness

For a vector $n$, set
$$S=(n_0+n_1+n_2)^2,\qquad D=(n_0-n_1)^2+(n_1-n_2)^2+(n_2-n_0)^2,$$
$$Q=n_0^2+n_1^2+n_2^2,\qquad P=n_0n_1+n_1n_2+n_2n_0.$$
Expanding the squares gives $S=Q+2P$ and $D=2Q-2P$, hence $3Q=S+D$ and $6P=2S-D$. The two-parameter tensor has $n\cdot Un=aQ+2bP$, so
$$3\,n\cdot Un=a(S+D)+b(2S-D)=(a+2b)S+(a-b)D.$$
The first term belongs to the component of $n$ along the axis, the second to the component across it.

Suppose $U$ is positive definite. The vector $(1,-1,0)$ has $S=0$ and $D=6$, so its quadratic form is $2(a-b)$; after normalisation, the mean-square displacement across the axis is $a-b$. The vector $(1,1,1)$ has $S=9$ and $D=0$, so its quadratic form is $3(a+2b)$, and the normalised value along the axis is $a+2b$. Both must be positive.

Conversely, suppose $a-b>0$ and $a+2b>0$. Then both terms of the splitting are non-negative. If their sum were zero, $S$ and $D$ would both vanish, and $3Q=S+D=0$ would force $n=0$. So the form is positive for every non-zero $n$.

Neither inequality suffices alone. With $a=1$ and $b=-1$ the condition $a>b$ holds, but the value along the axis would be $a+2b=-1$. With $a=1$ and $b=2$ the condition $a+2b>0$ holds, but the value across the axis would be $a-b=-1$.

## Scattering and averaging

For a scattering vector $h$, the anisotropic Debye–Waller factor is $\exp(-2\pi^2\,h\cdot Uh)$. This is the factor for the scattering amplitude of the atom, not for the intensity. In this convention $h$ has Cartesian components and does not include the factor $2\pi$. Suppose the factor is the same at $h$ and $Rh$ for every $h$. The exponential is injective, so $(Rh)\cdot U(Rh)=h\cdot Uh$. Four choices of $h$ recover the entries:

- $(1,0,0)$ gives $U_{11}=U_{00}$;
- $(0,1,0)$ gives $U_{22}=U_{11}$;
- $(1,1,0)$ then gives $U_{12}=U_{01}$;
- $(0,1,1)$ then gives $U_{02}=U_{12}$.

For symmetric $U$ this is the two-parameter form again, and so it is equivalent to commutation. In the other direction, $S$ and $D$ do not change when the components of $h$ are permuted cyclically, so neither does the factor.

A symmetric tensor without the site symmetry can be averaged over the three rotations. Conjugation by $R$ or by $R^T$ shifts both indices together, so
$$\tfrac13\left(U+RUR^T+R^TUR\right)$$
has the diagonal entry $(U_{00}+U_{11}+U_{22})/3$ throughout. Its off-diagonal entries are all $(U_{01}+U_{12}+U_{02})/3$.

## The statement in Lean

The type `Matrix (Fin 3) (Fin 3) ℝ` holds the tensors, with indices 0, 1 and 2 as above. `rot3` is $R$, and `axialTensor a b` is the two-parameter matrix. The word "axial" refers here to the threefold axis; it does not mean a pseudotensor, for which the same term is used in physics. `msd U n` is $n\cdot Un$ for any vector $n$, and it is a mean-square displacement only when $n$ has unit length. `debyeWaller U h` is the exponential factor.

The theorem `commutes_iff_axial` assumes `U.IsSymm` and states the equivalence between commutation and the two-parameter form. `axial_posDef_iff` gives the inequalities. The main theorem, `threefold_displacement_tensor`, says that a matrix commutes with `rot3` and is positive definite exactly when it equals some `axialTensor a b` with `b < a` and `0 < a + 2 * b`. It has no separate symmetry hypothesis, because `PosDef` already includes the Hermitian condition, which for real matrices is symmetry.

In `debyeWaller_invariant_iff` the vector $h$ ranges over all real vectors, not only over the points of a reciprocal lattice. The Gaussian form of the factor is part of the definition, so anharmonic corrections are not treated. Strict positivity also excludes the limiting case of an atom with no displacement in some direction.

## An axis along z

The threefold axis could also be placed along the Cartesian $z$ direction. The commuting symmetric tensors would then be diagonal, with entries $a-b$, $a-b$ and $a+2b$, and the positivity conditions could be read off directly. The price would be a rotation matrix with entries $-1/2$ and $\pm\sqrt3/2$, and a less direct comparison of entries. In oblique crystal axes the rotation matrix need not be orthogonal, and the symmetry condition should then be kept as $RUR^T=U$.

## The complete file

```lean
import Mathlib

open Matrix

namespace ThreefoldDisplacementTensor

noncomputable section

/-- The threefold rotation about the [111] direction, which permutes the three coordinate axes
cyclically. -/
def rot3 : Matrix (Fin 3) (Fin 3) ℝ := !![0, 0, 1; 1, 0, 0; 0, 1, 0]

/-- The displacement tensor with all diagonal entries `a` and all off-diagonal entries `b`. -/
def axialTensor (a b : ℝ) : Matrix (Fin 3) (Fin 3) ℝ := !![a, b, b; b, a, b; b, b, a]

/-- The quadratic form `n · U n` of a displacement tensor; for a unit vector `n` it is the
mean-square displacement along `n`. -/
def msd (U : Matrix (Fin 3) (Fin 3) ℝ) (n : Fin 3 → ℝ) : ℝ := n ⬝ᵥ U *ᵥ n

/-- The anisotropic Debye-Waller factor `exp(-2π² h · U h)` at the scattering vector `h`. -/
def debyeWaller (U : Matrix (Fin 3) (Fin 3) ℝ) (h : Fin 3 → ℝ) : ℝ :=
  Real.exp (-2 * Real.pi ^ 2 * msd U h)

/-- The threefold rotation sends the components `(h₀, h₁, h₂)` to `(h₂, h₀, h₁)`. -/
theorem rot3_mulVec (h : Fin 3 → ℝ) : rot3 *ᵥ h = ![h 2, h 0, h 1] := by
  ext i
  fin_cases i <;> simp [rot3, Matrix.mulVec, dotProduct, Fin.sum_univ_three]

/-- A symmetric tensor with equal diagonal entries and equal entries above the diagonal is an
axial tensor. -/
theorem eq_axialTensor {U : Matrix (Fin 3) (Fin 3) ℝ} (hU : U.IsSymm)
    (h1 : U 1 1 = U 0 0) (h2 : U 2 2 = U 0 0) (h3 : U 1 2 = U 0 1) (h4 : U 0 2 = U 0 1) :
    U = axialTensor (U 0 0) (U 0 1) := by
  have s1 : U 1 0 = U 0 1 := hU.apply 0 1
  have s2 : U 2 0 = U 0 2 := hU.apply 0 2
  have s3 : U 2 1 = U 1 2 := hU.apply 1 2
  ext i j
  fin_cases i <;> fin_cases j <;> simp [axialTensor] <;> linarith

/-- A symmetric displacement tensor commutes with the threefold rotation exactly when all its
diagonal entries equal some `a` and all its off-diagonal entries some `b`. -/
theorem commutes_iff_axial {U : Matrix (Fin 3) (Fin 3) ℝ} (hU : U.IsSymm) :
    rot3 * U = U * rot3 ↔ ∃ a b, U = axialTensor a b := by
  constructor
  · intro h
    -- compare four entries of the two products
    have k1 := congrFun (congrFun h 1) 0
    have k2 := congrFun (congrFun h 2) 1
    have k3 := congrFun (congrFun h 1) 1
    have k4 := congrFun (congrFun h 2) 2
    simp [rot3, Matrix.mul_apply, Fin.sum_univ_three] at k1 k2 k3 k4
    have s2 : U 2 0 = U 0 2 := hU.apply 0 2
    exact ⟨_, _, eq_axialTensor hU (by linarith) (by linarith) (by linarith) (by linarith)⟩
  · rintro ⟨a, b, rfl⟩
    ext i j
    fin_cases i <;> fin_cases j <;>
      simp [rot3, axialTensor, Matrix.mul_apply, Fin.sum_univ_three]

/-- The quadratic form of an axial tensor splits into a part along the threefold axis with weight
`a + 2b` and a part perpendicular to it with weight `a - b`. -/
theorem three_msd_axial (a b : ℝ) (n : Fin 3 → ℝ) :
    3 * msd (axialTensor a b) n = (a + 2 * b) * (n 0 + n 1 + n 2) ^ 2
      + (a - b) * ((n 0 - n 1) ^ 2 + (n 1 - n 2) ^ 2 + (n 2 - n 0) ^ 2) := by
  simp [msd, axialTensor, Matrix.mulVec, dotProduct, Fin.sum_univ_three]
  ring

/-- An axial displacement tensor is positive definite exactly when `a > b` and `a + 2b > 0`. -/
theorem axial_posDef_iff (a b : ℝ) :
    (axialTensor a b).PosDef ↔ b < a ∧ 0 < a + 2 * b := by
  rw [Matrix.posDef_iff_dotProduct_mulVec]
  constructor
  · rintro ⟨-, h⟩
    have h' : ∀ x : Fin 3 → ℝ, x ≠ 0 → 0 < msd (axialTensor a b) x := by
      intro x hx
      have := h hx
      rw [star_trivial] at this
      exact this
    -- one direction across the axis and one along it
    have p1 := h' ![1, -1, 0] (fun e => by simpa using congrFun e 0)
    have p2 := h' ![1, 1, 1] (fun e => by simpa using congrFun e 0)
    have e1 : 3 * msd (axialTensor a b) ![1, -1, 0] = (a + 2 * b) * (1 + (-1) + 0) ^ 2
        + (a - b) * ((1 - (-1)) ^ 2 + ((-1) - 0) ^ 2 + (0 - 1) ^ 2) := three_msd_axial a b _
    have e2 : 3 * msd (axialTensor a b) ![1, 1, 1] = (a + 2 * b) * (1 + 1 + 1) ^ 2
        + (a - b) * ((1 - 1) ^ 2 + (1 - 1) ^ 2 + (1 - 1) ^ 2) := three_msd_axial a b _
    constructor <;> linarith
  · rintro ⟨hab, hax⟩
    refine ⟨Matrix.IsHermitian.ext fun i j => ?_, fun x hx => ?_⟩
    · fin_cases i <;> fin_cases j <;> simp [axialTensor]
    · rw [star_trivial]
      change 0 < msd (axialTensor a b) x
      by_contra hn
      have e := three_msd_axial a b x
      have hd : 0 < a - b := sub_pos.2 hab
      have q1 : 0 ≤ (a + 2 * b) * (x 0 + x 1 + x 2) ^ 2 := by positivity
      have q2 : 0 ≤ (a - b) * ((x 0 - x 1) ^ 2 + (x 1 - x 2) ^ 2 + (x 2 - x 0) ^ 2) :=
        mul_nonneg hd.le (by positivity)
      -- both parts vanish, hence so does the vector
      have z1 := (mul_eq_zero.1 (by linarith :
        (a + 2 * b) * (x 0 + x 1 + x 2) ^ 2 = 0)).resolve_left hax.ne'
      have z2 := (mul_eq_zero.1 (by linarith : (a - b) *
        ((x 0 - x 1) ^ 2 + (x 1 - x 2) ^ 2 + (x 2 - x 0) ^ 2) = 0)).resolve_left hd.ne'
      have r0 := sq_nonneg (x 0)
      have r1 := sq_nonneg (x 1)
      have r2 := sq_nonneg (x 2)
      have t0 : x 0 ^ 2 = 0 := by nlinarith
      have t1 : x 1 ^ 2 = 0 := by nlinarith
      have t2 : x 2 ^ 2 = 0 := by nlinarith
      apply hx
      funext i
      fin_cases i
      exacts [pow_eq_zero_iff two_ne_zero |>.1 t0, pow_eq_zero_iff two_ne_zero |>.1 t1,
        pow_eq_zero_iff two_ne_zero |>.1 t2]

/-- The positive definite displacement tensors that commute with the threefold rotation are
exactly the axial tensors with `a > b` and `a + 2b > 0`. -/
theorem threefold_displacement_tensor (U : Matrix (Fin 3) (Fin 3) ℝ) :
    (rot3 * U = U * rot3 ∧ U.PosDef) ↔
      ∃ a b, b < a ∧ 0 < a + 2 * b ∧ U = axialTensor a b := by
  constructor
  · rintro ⟨hc, hp⟩
    have hU : U.IsSymm := Matrix.IsSymm.ext fun i j => by
      simpa using hp.isHermitian.apply i j
    obtain ⟨a, b, rfl⟩ := (commutes_iff_axial hU).1 hc
    obtain ⟨h1, h2⟩ := (axial_posDef_iff a b).1 hp
    exact ⟨a, b, h1, h2, rfl⟩
  · rintro ⟨a, b, h1, h2, rfl⟩
    have hp := (axial_posDef_iff a b).2 ⟨h1, h2⟩
    have hU : (axialTensor a b).IsSymm := Matrix.IsSymm.ext fun i j => by
      simpa using hp.isHermitian.apply i j
    exact ⟨(commutes_iff_axial hU).2 ⟨a, b, rfl⟩, hp⟩

/-- For a symmetric displacement tensor, the Debye-Waller factor is the same at every scattering
vector and its threefold-rotated image exactly when the tensor commutes with the rotation. -/
theorem debyeWaller_invariant_iff {U : Matrix (Fin 3) (Fin 3) ℝ} (hU : U.IsSymm) :
    (∀ h, debyeWaller U (rot3 *ᵥ h) = debyeWaller U h) ↔ rot3 * U = U * rot3 := by
  rw [commutes_iff_axial hU]
  constructor
  · intro H
    have s1 : U 1 0 = U 0 1 := hU.apply 0 1
    have s2 : U 2 0 = U 0 2 := hU.apply 0 2
    have s3 : U 2 1 = U 1 2 := hU.apply 1 2
    have ex : ∀ h : Fin 3 → ℝ, msd U h = U 0 0 * h 0 ^ 2 + U 1 1 * h 1 ^ 2 + U 2 2 * h 2 ^ 2
        + 2 * (U 0 1 * h 0 * h 1 + U 1 2 * h 1 * h 2 + U 0 2 * h 0 * h 2) := by
      intro h
      simp only [msd, Matrix.mulVec, dotProduct, Fin.sum_univ_three]
      linear_combination h 0 * h 1 * s1 + h 0 * h 2 * s2 + h 1 * h 2 * s3
    -- equal exponentials have equal exponents
    have key : ∀ x y z : ℝ, U 0 0 * z ^ 2 + U 1 1 * x ^ 2 + U 2 2 * y ^ 2
        + 2 * (U 0 1 * z * x + U 1 2 * x * y + U 0 2 * z * y)
        = U 0 0 * x ^ 2 + U 1 1 * y ^ 2 + U 2 2 * z ^ 2
        + 2 * (U 0 1 * x * y + U 1 2 * y * z + U 0 2 * x * z) := by
      intro x y z
      have e := H ![x, y, z]
      rw [rot3_mulVec] at e
      have e' := mul_left_cancel₀ (mul_ne_zero (by norm_num)
        (pow_ne_zero 2 Real.pi_ne_zero)) (Real.exp_injective e)
      rw [ex, ex] at e'
      exact e'
    have k1 := key 1 0 0
    have k2 := key 0 1 0
    have k3 := key 1 1 0
    have k4 := key 0 1 1
    exact ⟨_, _, eq_axialTensor hU (by linarith) (by linarith) (by linarith) (by linarith)⟩
  · rintro ⟨a, b, rfl⟩ h
    have e1 : 3 * msd (axialTensor a b) ![h 2, h 0, h 1] = (a + 2 * b) * (h 2 + h 0 + h 1) ^ 2
        + (a - b) * ((h 2 - h 0) ^ 2 + (h 0 - h 1) ^ 2 + (h 1 - h 2) ^ 2) :=
      three_msd_axial a b _
    have e2 := three_msd_axial a b h
    have e : msd (axialTensor a b) ![h 2, h 0, h 1] = msd (axialTensor a b) h := by linarith
    simp only [debyeWaller, rot3_mulVec, e]

/-- Averaging a symmetric displacement tensor over the identity, the threefold rotation and its
inverse gives the axial tensor built from the mean diagonal and mean off-diagonal entries. -/
theorem threefold_average {U : Matrix (Fin 3) (Fin 3) ℝ} (hU : U.IsSymm) :
    (1 / 3 : ℝ) • (U + rot3 * U * rot3ᵀ + rot3ᵀ * U * rot3) =
      axialTensor ((U 0 0 + U 1 1 + U 2 2) / 3) ((U 0 1 + U 1 2 + U 0 2) / 3) := by
  have s1 : U 1 0 = U 0 1 := hU.apply 0 1
  have s2 : U 2 0 = U 0 2 := hU.apply 0 2
  have s3 : U 2 1 = U 1 2 := hU.apply 1 2
  -- entries of the two rotated tensors as explicit sums
  have p : ∀ i j, (rot3 * U * rot3ᵀ) i j = ∑ k, (∑ l, rot3 i l * U l k) * rot3 j k := by
    intro i j
    simp only [Matrix.mul_apply, Matrix.transpose_apply]
  have q : ∀ i j, (rot3ᵀ * U * rot3) i j = ∑ k, (∑ l, rot3 l i * U l k) * rot3 k j := by
    intro i j
    simp only [Matrix.mul_apply, Matrix.transpose_apply]
  ext i j
  rw [Matrix.smul_apply, Matrix.add_apply, Matrix.add_apply, p, q]
  simp only [Fin.sum_univ_three]
  fin_cases i <;> fin_cases j <;> simp [rot3, axialTensor] <;> linarith

end

end ThreefoldDisplacementTensor
```

```lean
#print axioms ThreefoldDisplacementTensor.threefold_displacement_tensor
-- 'ThreefoldDisplacementTensor.threefold_displacement_tensor' depends on axioms: [propext, Classical.choice, Quot.sound]
#print axioms ThreefoldDisplacementTensor.debyeWaller_invariant_iff
-- 'ThreefoldDisplacementTensor.debyeWaller_invariant_iff' depends on axioms: [propext, Classical.choice, Quot.sound]
#print axioms ThreefoldDisplacementTensor.threefold_average
-- 'ThreefoldDisplacementTensor.threefold_average' depends on axioms: [propext, Classical.choice, Quot.sound]
```

## How the proof follows the derivation

`rot3_mulVec` computes the action of the rotation on a vector. `eq_axialTensor` collects the last step common to two arguments: once the diagonal entries agree and the entries above the diagonal agree, symmetry supplies those below it.

In `commutes_iff_axial`, the terms `k1` to `k4` are the four entries of $RU=UR$ listed above, in the same order. After `simp` has evaluated the matrix products, `linarith` chains the resulting equalities into the form that `eq_axialTensor` expects. The converse checks all nine entries.

`three_msd_axial` is the splitting into $S$ and $D$, multiplied by 3 to avoid fractions. Lean expands both sides, and `ring` confirms the identity.

The forward half of `axial_posDef_iff` inserts the two test vectors. `p1` and `p2` state that their quadratic forms are positive, `e1` and `e2` evaluate these forms by the splitting, and `linarith` extracts the inequalities. The reverse half argues by contradiction. If the form were not positive at a non-zero `x`, the non-negative terms `q1` and `q2` would both have to be zero. Dividing out the positive weights gives `z1` and `z2`, which say $S=0$ and $D=0$. From these `nlinarith` derives that each squared component vanishes, which is the step $3Q=S+D=0$, and this contradicts `x ≠ 0`.

The main theorem joins the two equivalences. In the forward direction it first obtains symmetry from positive definiteness, then the parameters from commutation, and finally the inequalities.

For the Debye–Waller theorem, `ex` writes out the quadratic form of a symmetric tensor. `key` removes the exponential with `Real.exp_injective` and cancels the non-zero prefactor. Its four special cases are the four scattering vectors used above. The converse applies `three_msd_axial` to `h` and to its rotated image, and compares the results.

In `threefold_average`, the auxiliary statements `p` and `q` write the entries of the two rotated tensors as explicit sums. Evaluating them at each pair of indices carries out the index shifts, and `linarith` uses the symmetry of `U` to identify the means.
